# The DIIS Lagrange system and the closed-form minimum for two error vectors

A DIIS (direct inversion in the iterative subspace) step combines stored error vectors with weights that sum to one, and the weights are meant to make the combined error smallest. A wrong set of weights need not announce itself, because it can still sum to one while the iteration carries on. Take two scalar errors $e_1 = 1$ and $e_2 = 2$ and the combination $c\,e_1 + (1-c)\,e_2 = 2 - c$ with a real weight $c$. The best choice is $c = 2$, which removes the error completely. A code that attaches the two weights to the wrong vectors uses $c = -1$ and ends with squared error $9$, worse than either input. A code that clamps $c$ to $[0,1]$ stops at squared error $1$. A code that inverts the matrix of overlaps fails outright, since that matrix has rows $(1,2)$ and $(2,4)$ and is singular. The linear system that DIIS solves is moreover a stationarity condition, and stationarity alone does not say that its solution is a minimum.

## The identities

Let $V$ be a real inner product space with inner product $\langle\cdot,\cdot\rangle$ and norm $\|\cdot\|$, and let $e_i \in V$ be finitely many error vectors. For real coefficients $c = (c_i)$ the extrapolated error is $r(c) = \sum_i c_i e_i$, and $c$ is called normalised when $\sum_i c_i = 1$. With the overlap matrix $B_{ij} = \langle e_i, e_j\rangle$ and a real multiplier $\mu$, the Lagrange system is

$$\sum_j B_{ij}\,c_j = \mu \ \text{ for every } i, \qquad \sum_i c_i = 1 .$$

If $(c,\mu)$ solves it, then $\mu = \|r(c)\|^2$, and every normalised coefficient vector $d$ satisfies

$$\|r(d)\|^2 = \mu + \|r(d) - r(c)\|^2 \;\ge\; \|r(c)\|^2 .$$

For two vectors $e_1 \ne e_2$ define

$$c_\star = \frac{\langle e_2, e_2 - e_1\rangle}{\|e_1 - e_2\|^2}, \qquad m = \frac{\|e_1\|^2\|e_2\|^2 - \langle e_1,e_2\rangle^2}{\|e_1-e_2\|^2}.$$

Then $\|c\,e_1 + (1-c)\,e_2\|^2 = m + \|e_1-e_2\|^2 (c - c_\star)^2$ for every real $c$. The least value is $m$, it is reached at $c = c_\star$ and nowhere else, and the Lagrange system has the single solution $c_1 = c_\star$, $c_2 = 1 - c_\star$, $\mu = m$.

## Where a code relies on them

In a self-consistent-field iteration with real matrices in an orthonormal basis, the error vector of step $i$ can be taken as the commutator $F_i P_i - P_i F_i$ of the Fock matrix $F_i$ and the density matrix $P_i$, with the Frobenius inner product; the identities concern only the choice of coefficients within one step from a finite history, and not the convergence of the iteration. The code fills $B$, borders it with a row and a column, and solves

$$\begin{pmatrix} B & -\mathbf 1 \\ -\mathbf 1^{T} & 0 \end{pmatrix} \begin{pmatrix} c \\ \mu \end{pmatrix} = \begin{pmatrix} \mathbf 0 \\ -1 \end{pmatrix},$$

where $\mathbf 1$ is the column of ones. The upper block reads $Bc = \mu\mathbf 1$ and the last row reads $\sum_i c_i = 1$, so this is the Lagrange system. The extrapolated Fock matrix $\sum_i c_i F_i$ is then diagonalised to give the next density matrix.

The last component of the solution is then the squared norm of the extrapolated error, which can be compared with $\|\sum_i c_i e_i\|^2$ evaluated directly. The comparison depends on the sign of the border: with $+\mathbf 1$ in the border and $+1$ on the right, the last component is $-\mu$. With two stored vectors the output of the solver can be compared with $c_\star$ and $m$. In one dimension, with $e_1 = f(x_1)$ and $e_2 = f(x_2)$ for a scalar function $f$ and points $x_1, x_2$, the formula reduces to $c_\star = e_2/(e_2 - e_1)$, and $c_\star x_1 + (1-c_\star) x_2$ is the secant estimate of the root of $f$.

## Derivation

The system comes from the Lagrangian $\sum_{ij} c_i B_{ij} c_j - 2\mu\,(\sum_i c_i - 1)$. Because $B$ is symmetric, the derivative with respect to $c_i$ is $2\sum_j B_{ij}c_j - 2\mu$, and the factor $2$ in front of $\mu$ is chosen so that it cancels. The argument for minimality starts from the system itself and uses no derivatives.

**Any number of vectors.** Linearity in the second argument turns row $i$ into an overlap,

$$\sum_j B_{ij} c_j = \sum_j c_j \langle e_i, e_j\rangle = \langle e_i, r(c)\rangle .$$

A solution therefore has $\langle e_i, r(c)\rangle = \mu$ for every $i$. For normalised $d$, linearity in the first argument gives

$$\langle r(d), r(c)\rangle = \sum_i d_i \langle e_i, r(c)\rangle = \mu \sum_i d_i = \mu .$$

The choice $d = c$ yields $\mu = \|r(c)\|^2$. Expanding the squared distance,

$$\|r(d) - r(c)\|^2 = \|r(d)\|^2 - 2\langle r(d), r(c)\rangle + \|r(c)\|^2 = \|r(d)\|^2 - 2\mu + \mu ,$$

which rearranges to $\|r(d)\|^2 = \mu + \|r(d) - r(c)\|^2$. The last term is non-negative, so $\|r(c)\|^2 \le \|r(d)\|^2$.

**Two vectors.** Write $a = \|e_1\|^2$, $b = \langle e_1, e_2\rangle$, $g = \|e_2\|^2$ and $D = \|e_1 - e_2\|^2 = a - 2b + g$. The condition $e_1 \neq e_2$ makes $D > 0$. Since $\langle e_2, e_2 - e_1\rangle = g - b$, the definitions become $c_\star = (g-b)/D$ and $m = (ag - b^2)/D$. Expanding and collecting powers of $c$,

$$\|c\,e_1 + (1-c)\,e_2\|^2 = c^2 a + 2c(1-c)\,b + (1-c)^2 g = D c^2 - 2(g-b)\,c + g .$$

Completing the square gives

$$D c^2 - 2(g-b)\,c + g = D\,(c - c_\star)^2 + \frac{gD - (g-b)^2}{D},$$

and the numerator of the constant is

$$gD - (g-b)^2 = ag - 2bg + g^2 - g^2 + 2bg - b^2 = ag - b^2 .$$

The constant is thus $m$. The term $D(c-c_\star)^2$ is non-negative, and because $D \ne 0$ it vanishes only at $c = c_\star$.

The Lagrange system for two vectors consists of $a c_1 + b c_2 = \mu$, $\;b c_1 + g c_2 = \mu$ and $c_1 + c_2 = 1$. Put $c_2 = 1 - c_1$ and subtract the second row from the first:

$$(a - b)\,c_1 + (b - g)(1 - c_1) = D c_1 - (g - b) = 0 ,$$

so $c_1 = c_\star$. The second row reads $\mu = g - (g-b)\,c_1$; multiplying by $D$ gives $\mu D = gD - (g-b)^2 = ag - b^2$, so $\mu = m$. Conversely, at $c_1 = c_\star$ and $c_2 = 1 - c_\star$ the second row equals $m$ by the same computation, and the first row equals

$$b + \frac{(a-b)(g-b)}{D} = \frac{ab - 2b^2 + bg + ag - ab - bg + b^2}{D} = m .$$

## The Lean file

```lean
import Mathlib

open scoped InnerProductSpace

namespace DIISLagrange

noncomputable section

variable {V : Type*} [NormedAddCommGroup V] [InnerProductSpace ℝ V]
variable {ι : Type*} [Fintype ι]

/-- The extrapolated error vector `∑ cᵢ eᵢ`. -/
def residual (e : ι → V) (c : ι → ℝ) : V := ∑ i, c i • e i

/-- The DIIS matrix of overlaps `Bᵢⱼ = ⟪eᵢ, eⱼ⟫` of the error vectors. -/
def gram (e : ι → V) (i j : ι) : ℝ := ⟪e i, e j⟫_ℝ

/-- The DIIS Lagrange system: `∑ⱼ Bᵢⱼ cⱼ = μ` for every `i`, and `∑ cᵢ = 1`. -/
def LagrangeSystem (e : ι → V) (c : ι → ℝ) (μ : ℝ) : Prop :=
  (∀ i, ∑ j, gram e i j * c j = μ) ∧ ∑ i, c i = 1

/-- The two-vector extrapolated error `c e₁ + (1 - c) e₂`. -/
def mix (e₁ e₂ : V) (c : ℝ) : V := c • e₁ + (1 - c) • e₂

/-- The coefficient `⟪e₂, e₂ - e₁⟫ / ‖e₁ - e₂‖²`. -/
def cOpt (e₁ e₂ : V) : ℝ := ⟪e₂, e₂ - e₁⟫_ℝ / ‖e₁ - e₂‖ ^ 2

/-- The Gram determinant `‖e₁‖² ‖e₂‖² - ⟪e₁, e₂⟫²` divided by `‖e₁ - e₂‖²`. -/
def minVal (e₁ e₂ : V) : ℝ :=
  (‖e₁‖ ^ 2 * ‖e₂‖ ^ 2 - ⟪e₁, e₂⟫_ℝ ^ 2) / ‖e₁ - e₂‖ ^ 2

/-- Row `i` of `B c` is the overlap of `eᵢ` with the extrapolated error. -/
theorem gram_row (e : ι → V) (c : ι → ℝ) (i : ι) :
    ∑ j, gram e i j * c j = ⟪e i, residual e c⟫_ℝ := by
  unfold gram residual
  rw [inner_sum]
  refine Finset.sum_congr rfl fun j _ => ?_
  rw [real_inner_smul_right, mul_comm]

/-- For a solution `(c, μ)` of the Lagrange system, the extrapolated error of any
normalised coefficient vector `d` has overlap `μ` with that of `c`. -/
theorem overlap_eq_multiplier {e : ι → V} {c : ι → ℝ} {μ : ℝ}
    (h : LagrangeSystem e c μ) (d : ι → ℝ) (hd : ∑ i, d i = 1) :
    ⟪residual e d, residual e c⟫_ℝ = μ := by
  have hrow : ∀ i, ⟪e i, residual e c⟫_ℝ = μ := fun i => by
    rw [← gram_row]
    exact h.1 i
  calc ⟪residual e d, residual e c⟫_ℝ
      = ⟪∑ i, d i • e i, residual e c⟫_ℝ := rfl
    _ = ∑ i, d i * μ := by
        rw [sum_inner]
        refine Finset.sum_congr rfl fun i _ => ?_
        rw [real_inner_smul_left, hrow i]
    _ = μ := by rw [← Finset.sum_mul, hd, one_mul]

/-- The multiplier of the Lagrange system is the squared norm of the extrapolated error. -/
theorem multiplier_eq_norm_sq {e : ι → V} {c : ι → ℝ} {μ : ℝ}
    (h : LagrangeSystem e c μ) : μ = ‖residual e c‖ ^ 2 := by
  rw [← real_inner_self_eq_norm_sq]
  exact (overlap_eq_multiplier h c h.2).symm

/-- For a solution `(c, μ)` of the Lagrange system and any normalised `d`, the squared
error of `d` exceeds `μ` by the squared distance between the two extrapolated errors,
so it is at least the squared error of `c`. -/
theorem lagrange_minimises {e : ι → V} {c : ι → ℝ} {μ : ℝ}
    (h : LagrangeSystem e c μ) (d : ι → ℝ) (hd : ∑ i, d i = 1) :
    ‖residual e d‖ ^ 2 = μ + ‖residual e d - residual e c‖ ^ 2 ∧
      ‖residual e c‖ ^ 2 ≤ ‖residual e d‖ ^ 2 := by
  have h1 := overlap_eq_multiplier h d hd
  have h2 := multiplier_eq_norm_sq h
  have h3 := norm_sub_sq_real (residual e d) (residual e c)
  have h4 := sq_nonneg ‖residual e d - residual e c‖
  constructor
  · linarith
  · linarith

/-- The error vectors `1, 2` on the real line with coefficients `2, -1` and multiplier `0`
solve the Lagrange system. -/
theorem lagrangeSystem_witness :
    LagrangeSystem (![1, 2] : Fin 2 → ℝ) ![2, -1] 0 := by
  refine ⟨fun i => ?_, ?_⟩
  · have hr : residual (![1, 2] : Fin 2 → ℝ) ![2, -1] = 0 := by
      simp [residual, Fin.sum_univ_two]
    rw [gram_row, hr, inner_zero_right]
  · norm_num [Fin.sum_univ_two]

/-- For distinct error vectors the squared error is the parabola
`minVal + ‖e₁ - e₂‖² (c - cOpt)²` in the mixing coefficient `c`. -/
theorem norm_sq_mix {e₁ e₂ : V} (h : e₁ ≠ e₂) (c : ℝ) :
    ‖mix e₁ e₂ c‖ ^ 2 = minVal e₁ e₂ + ‖e₁ - e₂‖ ^ 2 * (c - cOpt e₁ e₂) ^ 2 := by
  have hD : ‖e₁ - e₂‖ ^ 2 ≠ 0 := pow_ne_zero 2 (norm_ne_zero_iff.mpr (sub_ne_zero.mpr h))
  have hexp := norm_sub_sq_real e₁ e₂
  -- expand everything in the three overlaps
  have hmix : ‖mix e₁ e₂ c‖ ^ 2 = c ^ 2 * ‖e₁‖ ^ 2 + 2 * c * (1 - c) * ⟪e₁, e₂⟫_ℝ
      + (1 - c) ^ 2 * ‖e₂‖ ^ 2 := by
    rw [mix, norm_add_sq_real, norm_smul, norm_smul, mul_pow, mul_pow, Real.norm_eq_abs,
      Real.norm_eq_abs, sq_abs, sq_abs, real_inner_smul_left, real_inner_smul_right]
    ring
  have hnum : ⟪e₂, e₂ - e₁⟫_ℝ = ‖e₂‖ ^ 2 - ⟪e₁, e₂⟫_ℝ := by
    rw [inner_sub_right, real_inner_self_eq_norm_sq, real_inner_comm e₁ e₂]
  rw [hmix, minVal, cOpt, hnum]
  generalize ‖e₁ - e₂‖ ^ 2 = D at hD hexp ⊢
  generalize ‖e₂‖ ^ 2 = g at hexp ⊢
  generalize ‖e₁‖ ^ 2 = a at hexp ⊢
  generalize ⟪e₁, e₂⟫_ℝ = b at hexp ⊢
  -- complete the square
  obtain rfl : a = D + 2 * b - g := by linarith
  field_simp
  ring

/-- Two-vector DIIS: for `e₁ ≠ e₂` the least value of `‖c e₁ + (1 - c) e₂‖²` over real `c`
is `minVal`, and it is attained exactly at `c = cOpt`. -/
theorem two_vector_minimum {e₁ e₂ : V} (h : e₁ ≠ e₂) :
    IsLeast (Set.range fun c => ‖mix e₁ e₂ c‖ ^ 2) (minVal e₁ e₂) ∧
      ∀ c, ‖mix e₁ e₂ c‖ ^ 2 = minVal e₁ e₂ ↔ c = cOpt e₁ e₂ := by
  have hD : ‖e₁ - e₂‖ ^ 2 ≠ 0 := pow_ne_zero 2 (norm_ne_zero_iff.mpr (sub_ne_zero.mpr h))
  have hiff : ∀ c, ‖mix e₁ e₂ c‖ ^ 2 = minVal e₁ e₂ ↔ c = cOpt e₁ e₂ := by
    intro c
    rw [norm_sq_mix h]
    constructor
    · intro hc
      have h0 : ‖e₁ - e₂‖ ^ 2 * (c - cOpt e₁ e₂) ^ 2 = 0 := by linarith
      have h1 := (mul_eq_zero.mp h0).resolve_left hD
      exact sub_eq_zero.mp ((pow_eq_zero_iff two_ne_zero).mp h1)
    · intro hc
      rw [hc]
      ring
  refine ⟨⟨⟨cOpt e₁ e₂, (hiff _).mpr rfl⟩, ?_⟩, hiff⟩
  rintro _ ⟨c, rfl⟩
  have hnn := mul_nonneg (sq_nonneg ‖e₁ - e₂‖) (sq_nonneg (c - cOpt e₁ e₂))
  have hc := norm_sq_mix h c
  show minVal e₁ e₂ ≤ ‖mix e₁ e₂ c‖ ^ 2
  linarith

/-- For two distinct error vectors the Lagrange system has exactly one solution:
coefficients `(cOpt, 1 - cOpt)` and multiplier `minVal`. -/
theorem two_vector_lagrange_iff {e₁ e₂ : V} (h : e₁ ≠ e₂) (c₁ c₂ μ : ℝ) :
    LagrangeSystem ![e₁, e₂] ![c₁, c₂] μ ↔
      c₁ = cOpt e₁ e₂ ∧ c₂ = 1 - cOpt e₁ e₂ ∧ μ = minVal e₁ e₂ := by
  have hD : ‖e₁ - e₂‖ ^ 2 ≠ 0 := pow_ne_zero 2 (norm_ne_zero_iff.mpr (sub_ne_zero.mpr h))
  have hexp := norm_sub_sq_real e₁ e₂
  have hnum : ⟪e₂, e₂ - e₁⟫_ℝ = ‖e₂‖ ^ 2 - ⟪e₁, e₂⟫_ℝ := by
    rw [inner_sub_right, real_inner_self_eq_norm_sq, real_inner_comm e₁ e₂]
  -- the three scalar equations of the system
  have hsys : LagrangeSystem ![e₁, e₂] ![c₁, c₂] μ ↔
      (‖e₁‖ ^ 2 * c₁ + ⟪e₁, e₂⟫_ℝ * c₂ = μ ∧ ⟪e₁, e₂⟫_ℝ * c₁ + ‖e₂‖ ^ 2 * c₂ = μ) ∧
        c₁ + c₂ = 1 := by
    rw [← real_inner_self_eq_norm_sq, ← real_inner_self_eq_norm_sq]
    simp only [LagrangeSystem, gram, Fin.forall_fin_two, Fin.sum_univ_two,
      Matrix.cons_val_zero, Matrix.cons_val_one, Matrix.cons_val_fin_one]
    rw [real_inner_comm e₁ e₂]
  rw [hsys, minVal, cOpt, hnum]
  generalize ‖e₁ - e₂‖ ^ 2 = D at hD hexp ⊢
  generalize ‖e₂‖ ^ 2 = g at hexp ⊢
  generalize ‖e₁‖ ^ 2 = a at hexp ⊢
  generalize ⟪e₁, e₂⟫_ℝ = b at hexp ⊢
  obtain rfl : a = D + 2 * b - g := by linarith
  constructor
  · rintro ⟨⟨h1, h2⟩, h3⟩
    obtain rfl : c₂ = 1 - c₁ := by linarith
    -- the difference of the two rows fixes c₁
    have hc : c₁ * D = g - b := by linear_combination h1 - h2
    have hc' : c₁ = (g - b) / D := by rw [eq_div_iff hD, hc]
    refine ⟨hc', by rw [← hc'], ?_⟩
    rw [eq_div_iff hD]
    linear_combination (-D) * h2 + (b - g) * hc
  · rintro ⟨rfl, rfl, rfl⟩
    refine ⟨⟨?_, ?_⟩, by ring⟩
    · field_simp
      ring
    · field_simp
      ring

end

end DIISLagrange
```

```lean
#print axioms DIISLagrange.lagrange_minimises
-- 'DIISLagrange.lagrange_minimises' depends on axioms: [propext, Classical.choice, Quot.sound]
#print axioms DIISLagrange.two_vector_minimum
-- 'DIISLagrange.two_vector_minimum' depends on axioms: [propext, Classical.choice, Quot.sound]
#print axioms DIISLagrange.two_vector_lagrange_iff
-- 'DIISLagrange.two_vector_lagrange_iff' depends on axioms: [propext, Classical.choice, Quot.sound]
```

## The statements in words

The type `V` is the space of error vectors, with a real inner product `⟪e i, e j⟫_ℝ`; neither finite dimension nor completeness is assumed. The finite type `ι` labels the stored iterations, a function `e : ι → V` is the history, and `c : ι → ℝ` holds the weights. The definitions `residual`, `gram` and `LagrangeSystem` are $r(c)$, $B_{ij}$ and the system above, with the sign and scale of $\mu$ fixed by $Bc = \mu\mathbf 1$. The definitions `mix`, `cOpt` and `minVal` are $c\,e_1 + (1-c)\,e_2$, $c_\star$ and $m$, so the weight $c$ belongs to $e_1$. In `![e₁, e₂]` and `![c₁, c₂]` the positions are numbered $0$ and $1$, and position $0$ holds $e_1$ and $c_1$.

The theorems `multiplier_eq_norm_sq` and `lagrange_minimises` take a solution as the hypothesis `h : LagrangeSystem e c μ`. The first concludes $\mu = \|r(c)\|^2$. The second concludes, for any `d` with `hd : ∑ i, d i = 1`, both the identity for $\|r(d)\|^2$ and the inequality. Nothing is assumed about $B$, which may be singular, or about the signs of the weights. For an empty history the weights sum to $0$ and no solution exists; for a single vector the system forces the weight $1$ and $\mu$ equal to the squared norm of that vector.

In `two_vector_minimum`, `IsLeast` says that `minVal e₁ e₂` belongs to the set of values of $\|c\,e_1 + (1-c)\,e_2\|^2$ over all real $c$ and is less than or equal to every member of that set. The second half says that the value equals `minVal e₁ e₂` if and only if `c = cOpt e₁ e₂`. The theorem `two_vector_lagrange_iff` is an equivalence, so it shows that the stated triple solves the system and that no other triple does. The theorem `lagrangeSystem_witness` records the example of the opening paragraph: errors $1, 2$, weights $2, -1$, multiplier $0$.

## How the proof follows the derivation

In `gram_row`, `inner_sum` and `real_inner_smul_right` are linearity in the second argument. In `overlap_eq_multiplier`, `hrow` states $\langle e_i, r(c)\rangle = \mu$, and the `calc` block is the chain $\langle r(d), r(c)\rangle = \sum_i d_i\mu = \mu$, whose last step uses `hd`. The theorem `multiplier_eq_norm_sq` applies this with $d = c$ and the normalisation `h.2`. In `lagrange_minimises`, `h3` is the expansion of the squared distance, and `linarith` combines it with the two overlap facts `h1` and `h2` and the non-negativity `h4`. The witness is proved by showing that the residual $2\cdot 1 - 1\cdot 2$ is zero, after which `gram_row` makes every row an overlap with zero.

In `norm_sq_mix`, `hD` is $D \ne 0$, `hmix` is the expansion in $a$, $b$, $g$, and `hnum` is $\langle e_2, e_2 - e_1\rangle = g - b$. The four `generalize` lines replace the squared norms and the overlap by real numbers named `D`, `g`, `a`, `b`, and $a$ is eliminated as `D + 2 * b - g`. Then `field_simp` clears the denominator and `ring` checks the polynomial identity that completing the square produces. The theorem `two_vector_minimum` reads the parabola: `hiff` reduces equality to $D(c - c_\star)^2 = 0$ and discards the factor $D$, membership comes from evaluating at `cOpt`, and the lower bound comes from `hnn`.

In `two_vector_lagrange_iff`, `hsys` unfolds the system into its three scalar equations. The step `linear_combination h1 - h2` is the subtraction of rows and gives `c₁ * D = g - b`. The step `linear_combination (-D) * h2 + (b - g) * hc` is the second row multiplied by $D$ with $Dc_1$ replaced by $g - b$. The converse substitutes the three values and checks each row after clearing $D$.

## What fails without the hypotheses

Take $e_1 = e_2 = 1$ in $\mathbb R$. The combination equals $1$ for every $c$, so every $c$ is a minimiser, and the Lagrange system is solved by $\mu = 1$ with any $c_1 + c_2 = 1$. Here $D = 0$, and Lean's convention that division by zero returns zero makes `minVal` equal to $0$, a value the squared norm never takes. The normalisation of $d$ matters equally: for the single error vector $1$ in $\mathbb R$ the solution has weight $1$ and $\mu = 1$, while $d = 0$ gives squared error $0$.

## A different formulation

The coefficients could have been defined through an inverse, $c = B^{-1}\mathbf 1 / (\mathbf 1^T B^{-1}\mathbf 1)$ with $\mu = 1/(\mathbf 1^T B^{-1}\mathbf 1)$. That version would deliver an explicit solution for any non-empty history, at the price of assuming linearly independent error vectors. It would exclude the pair $1, 2$ and every other case in which the extrapolated error vanishes exactly. The predicate `LagrangeSystem` covers those cases, and for two vectors the condition `e₁ ≠ e₂` is weaker than linear independence.

## Limits of the guarantee

For a general history the theorems run in one direction: a solution of the system is a constrained minimiser. They do not state that a solution exists, that every minimiser solves the system, or that the coefficients are unique. Uniqueness can fail, since for the errors $1, 2, 3$ in $\mathbb R$ both $(2,-1,0)$ and $(\tfrac32, 0, -\tfrac12)$ are normalised and give zero residual. Existence and uniqueness are proved for two distinct vectors only. The definitions `mix` and `residual` are not identified by a lemma; the two-vector minimum and the two-vector system meet through `cOpt` and `minVal`.

The quantity minimised is the norm of the linear combination $r(c)$. It need not be the error that the extrapolated Fock matrix or density produces in the next iteration, because the map from iterate to error is in general nonlinear. The coefficients and the inner product are real, so complex weights are not covered. The arithmetic is exact: when $e_1$ and $e_2$ nearly coincide, $a - 2b + g$ suffers cancellation in floating point, as does $ag - b^2$ for nearly parallel vectors, and the theorems give no rounding bound. The bordered matrix, the secant formula, the inverse formula and the examples other than the witness are ordinary algebra supplied for orientation and are not among the theorems in the file.
